# Perturbative energy corrections of a two-level system add up in absolute value to at most half the gap when 2|v| ≤ Δ

A level at zero energy is coupled to a level at Δ > 0 by a real matrix element zv, where z scales the coupling, so the energies obey E² − ΔE − z²v² = 0. The declaration `partial_sum_le` takes a formal power series in z that solves this equation and has no constant term, that is, the perturbation series of the level starting at zero. It states that if 2|v| ≤ Δ, the absolute values of the coefficients below any order N sum to at most Δ/2. The attempt goes by induction on N: the equation at each order bounds Δ times the next partial sum by the square of the previous one plus v², and both terms are at most Δ²/4.

The first attempt, which Lean rejects:

```lean
import Mathlib

open Complex Topology

namespace IntruderStateConvergence

noncomputable section

/-- A perturbation series for the level that starts at zero energy: a formal power series in the
coupling scale, without constant term, solving `E² - Δ E - z² v² = 0`. -/
def IsEnergySeries (Δ v : ℝ) (E : PowerSeries ℝ) : Prop :=
  PowerSeries.coeff 0 E = 0 ∧
    E ^ 2 - Δ • E - (v ^ 2) • (PowerSeries.X : PowerSeries ℝ) ^ 2 = 0

/-- The secular equation at order `n` in the coupling scale. -/
theorem order_equation {Δ v : ℝ} {E : PowerSeries ℝ} (hE : IsEnergySeries Δ v E) (n : ℕ) :
    ∑ p ∈ Finset.HasAntidiagonal.antidiagonal n, PowerSeries.coeff p.1 E * PowerSeries.coeff p.2 E
      = Δ * PowerSeries.coeff n E + if n = 2 then v ^ 2 else 0 := by
  have h := congrArg (PowerSeries.coeff n) hE.2
  simp only [map_sub, sq E, PowerSeries.coeff_mul, PowerSeries.coeff_smul,
    PowerSeries.coeff_X_pow, map_zero, smul_eq_mul, mul_ite, mul_one, mul_zero] at h
  linarith

/-- For nonnegative terms with vanishing zeroth term, the Cauchy product up to order `N` is
bounded by the square of the sum of the terms below order `N`. -/
theorem cauchy_product_le (b : ℕ → ℝ) (hb : ∀ n, 0 ≤ b n) (h0 : b 0 = 0) (N : ℕ) :
    ∑ n ∈ Finset.range (N + 1), ∑ p ∈ Finset.HasAntidiagonal.antidiagonal n, b p.1 * b p.2
      ≤ (∑ n ∈ Finset.range N, b n) ^ 2 := by
  have key : ∀ n ∈ Finset.range (N + 1),
      ∑ p ∈ Finset.HasAntidiagonal.antidiagonal n, b p.1 * b p.2
      = ∑ p ∈ Finset.range N ×ˢ Finset.range N,
          if p.1 + p.2 = n then b p.1 * b p.2 else 0 := by
    intro n hn
    rw [← Finset.sum_filter]
    symm
    apply Finset.sum_subset
    · intro p hp
      exact Finset.HasAntidiagonal.mem_antidiagonal.2 (Finset.mem_filter.1 hp).2
    · intro p hp hnot
      rw [Finset.HasAntidiagonal.mem_antidiagonal] at hp
      rw [Finset.mem_range] at hn
      simp only [Finset.mem_filter, Finset.mem_product, Finset.mem_range] at hnot
      have h : p.1 = 0 ∨ p.2 = 0 := by
        by_contra hc
        exact hnot ⟨⟨by omega, by omega⟩, hp⟩
      rcases h with h | h <;> simp [h, h0]
  have hprod : (∑ n ∈ Finset.range N, b n) ^ 2
      = ∑ p ∈ Finset.range N ×ˢ Finset.range N, b p.1 * b p.2 := by
    rw [sq, Finset.sum_mul_sum, Finset.sum_product]
  rw [Finset.sum_congr rfl key, Finset.sum_comm, hprod]
  apply Finset.sum_le_sum
  intro p _
  rw [Finset.sum_ite_eq]
  split_ifs
  · exact le_refl _
  · exact mul_nonneg (hb _) (hb _)

/-- If `2|v| ≤ Δ`, the absolute energy corrections up to any order add up to at most `Δ/2`. -/
theorem partial_sum_le {Δ v : ℝ} {E : PowerSeries ℝ} (hΔ : 0 < Δ) (hv : 2 * |v| ≤ Δ)
    (hE : IsEnergySeries Δ v E) (N : ℕ) :
    ∑ n ∈ Finset.range N, |PowerSeries.coeff n E| ≤ Δ / 2 := by
  induction N with
  | zero => rw [Finset.sum_range_zero]; positivity
  | succ N ih =>
    have step : ∀ n, Δ * |PowerSeries.coeff n E|
        ≤ (∑ p ∈ Finset.HasAntidiagonal.antidiagonal n,
            |PowerSeries.coeff p.1 E| * |PowerSeries.coeff p.2 E|)
          + if n = 2 then v ^ 2 else 0 := by
      intro n
      have h := order_equation hE n
      have h1 := Finset.abs_sum_le_sum_abs
        (fun p : ℕ × ℕ => PowerSeries.coeff p.1 E * PowerSeries.coeff p.2 E)
        (Finset.HasAntidiagonal.antidiagonal n)
      simp only [abs_mul] at h1
      have h2 : (0 : ℝ) ≤ if n = 2 then v ^ 2 else 0 := by split_ifs <;> positivity
      have h3 : Δ * |PowerSeries.coeff n E| = |Δ * PowerSeries.coeff n E| := by
        rw [abs_mul, abs_of_pos hΔ]
      rw [h3]
      exact abs_le.2 ⟨by linarith [(abs_le.1 h1).1], by linarith [(abs_le.1 h1).2]⟩
    have hsum := Finset.sum_le_sum (fun n (_ : n ∈ Finset.range (N + 1)) => step n)
    rw [← Finset.mul_sum, Finset.sum_add_distrib, Finset.sum_ite_eq'] at hsum
    have hq := cauchy_product_le (fun n => |PowerSeries.coeff n E|) (fun n => abs_nonneg _)
      (by simp only [hE.1, abs_zero]) N
    have hs : (if 2 ∈ Finset.range (N + 1) then v ^ 2 else 0) ≤ v ^ 2 := by
      split_ifs
      · exact le_refl _
      · positivity
    have hA : 0 ≤ ∑ n ∈ Finset.range N, |PowerSeries.coeff n E| :=
      Finset.sum_nonneg fun n _ => abs_nonneg _
    have hA2 := pow_le_pow_left₀ hA ih 2
    have hv2 : 4 * v ^ 2 ≤ Δ ^ 2 := by nlinarith [abs_nonneg v, sq_abs v]
    refine le_of_mul_le_mul_left ?_ hΔ
    simp only at hq
    nlinarith

end

end IntruderStateConvergence
```

The compiler's answer:

```
Main.lean:93:4: error: `simp` made no progress
```

Diagnosis. The message concerns the line `simp only at hq`, near the end of the induction step. The hypothesis `hq` comes from applying `cauchy_product_le` to the function `fun n => |PowerSeries.coeff n E|`. With no lemmas listed, `simp only` could still have tidied the statement by beta reduction, turning an applied function such as `(fun n => |PowerSeries.coeff n E|) p.1` into `|PowerSeries.coeff p.1 E|`. But Lean had already put the function's values in place when it formed the type of `hq`, so no such reduction was left to do. `simp` treats finding nothing to change as an error, and the proof stopped there.

The repair deletes the line, leaving a blank one in its place. `hq` is already in the form needed, and the unchanged `nlinarith` combines it with the other bounds to close the goal. The mathematical argument stays the same.

Fix (accepted with no message):

```diff
@@ -91,5 +91,5 @@
     have hv2 : 4 * v ^ 2 ≤ Δ ^ 2 := by nlinarith [abs_nonneg v, sq_abs v]
     refine le_of_mul_le_mul_left ?_ hΔ
-    simp only at hq
+
     nlinarith
 
```
